# Weak screening raises the energy of a finite neutral set of nonzero point charges to first order in the screening constant

If the Coulomb potential $1/R$ is replaced by $e^{-\kappa R}/R$ with a small $\kappa>0$ and the change is ignored, the energy of a neutral set of finitely many point charges, at distinct points and not all zero, comes out too high by an amount that is linear in $\kappa$ to leading order. The file below determines the coefficient for any finite set of charges at distinct points, neutral or not, so that the leading error can be subtracted.

```lean
import Mathlib

open Filter Topology Finset

namespace ArtificialScreening

noncomputable section

/-- Three-dimensional Euclidean space. -/
abbrev Space := EuclideanSpace ℝ (Fin 3)

variable {ι : Type*} [Fintype ι] [DecidableEq ι]

/-- The energy of point charges `q i` at distinct positions `r i`, interacting through the
screened Coulomb potential `exp (-κ R) / R`; each pair is counted once. -/
def screenedEnergy (q : ι → ℝ) (r : ι → Space) (κ : ℝ) : ℝ :=
  (1 / 2) * ∑ i, ∑ j ∈ univ.erase i,
    q i * q j * Real.exp (-(κ * dist (r i) (r j))) / dist (r i) (r j)

/-- The sum of `|q i q j| R` over all pairs of charges, each pair counted once. -/
def pairMoment (q : ι → ℝ) (r : ι → Space) : ℝ :=
  (1 / 2) * ∑ i, ∑ j ∈ univ.erase i, |q i * q j| * dist (r i) (r j)

/-- The products of charges, summed over ordered pairs of different particles, give the square
of the total charge minus the sum of the squared charges. -/
theorem sum_charge_pairs (q : ι → ℝ) :
    ∑ i, ∑ j ∈ univ.erase i, q i * q j = (∑ i, q i) ^ 2 - ∑ i, q i ^ 2 := by
  have h : ∀ i, ∑ j ∈ univ.erase i, q i * q j = q i * ∑ j, q j - q i ^ 2 := by
    intro i
    have h1 : q i * q i + ∑ j ∈ univ.erase i, q i * q j = ∑ j, q i * q j :=
      Finset.add_sum_erase univ (fun j => q i * q j) (mem_univ i)
    rw [Finset.mul_sum]
    linear_combination h1
  rw [Finset.sum_congr rfl fun i _ => h i, Finset.sum_sub_distrib, ← Finset.sum_mul]
  ring

/-- For `x ≥ 0` the screening factor `exp (-x)` differs from `1 - x` by at most `x² / 2`. -/
theorem screening_factor_remainder {x : ℝ} (hx : 0 ≤ x) :
    |Real.exp (-x) - 1 + x| ≤ x ^ 2 / 2 := by
  have h1 := Real.add_one_le_exp (-x)
  have h2 := Real.quadratic_le_exp_of_nonneg hx
  have h3 : Real.exp (-x) * Real.exp x = 1 := by
    rw [← Real.exp_add, neg_add_cancel, Real.exp_zero]
  have hB : 0 < 1 + x + x ^ 2 / 2 := by positivity
  -- compare after multiplication by the quadratic lower bound of `exp x`
  have h4 : Real.exp (-x) ≤ 1 - x + x ^ 2 / 2 := by
    refine le_of_mul_le_mul_right ?_ hB
    calc Real.exp (-x) * (1 + x + x ^ 2 / 2)
        ≤ Real.exp (-x) * Real.exp x :=
          mul_le_mul_of_nonneg_left h2 (Real.exp_pos _).le
      _ = 1 := h3
      _ ≤ 1 + x ^ 4 / 4 := by linarith [show 0 ≤ x ^ 4 by positivity]
      _ = (1 - x + x ^ 2 / 2) * (1 + x + x ^ 2 / 2) := by ring
  rw [abs_le]
  constructor
  · linarith [sq_nonneg x]
  · linarith

/-- For charges at distinct points, the screening error minus its linear part is a pair sum
of the remainders of the screening factor. -/
theorem screening_error_identity (q : ι → ℝ) {r : ι → Space} (hr : Function.Injective r)
    (κ : ℝ) :
    screenedEnergy q r κ - screenedEnergy q r 0
        - κ * ((∑ i, q i ^ 2 - (∑ i, q i) ^ 2) / 2) =
      (1 / 2) * ∑ i, ∑ j ∈ univ.erase i, q i * q j *
        (Real.exp (-(κ * dist (r i) (r j))) - 1 + κ * dist (r i) (r j)) /
          dist (r i) (r j) := by
  have hT : ∑ i, ∑ j ∈ univ.erase i, q i * q j *
        (Real.exp (-(κ * dist (r i) (r j))) - 1 + κ * dist (r i) (r j)) / dist (r i) (r j) =
      ∑ i, ∑ j ∈ univ.erase i,
        q i * q j * Real.exp (-(κ * dist (r i) (r j))) / dist (r i) (r j)
      - ∑ i, ∑ j ∈ univ.erase i,
        q i * q j * Real.exp (-(0 * dist (r i) (r j))) / dist (r i) (r j)
      + κ * ∑ i, ∑ j ∈ univ.erase i, q i * q j := by
    simp only [Finset.mul_sum, ← Finset.sum_sub_distrib, ← Finset.sum_add_distrib]
    refine Finset.sum_congr rfl fun i _ => Finset.sum_congr rfl fun j hj => ?_
    -- distinct points have non-zero distance
    have hR : dist (r i) (r j) ≠ 0 :=
      dist_ne_zero.2 fun h => Finset.ne_of_mem_erase hj (hr h).symm
    rw [zero_mul, neg_zero, Real.exp_zero]
    linear_combination (q i * q j * κ) * mul_inv_cancel₀ hR
  have hs := sum_charge_pairs q
  unfold screenedEnergy
  linear_combination (-1 / 2) * hT - κ / 2 * hs

/-- For charges at distinct points and `κ ≥ 0`, the screening error equals its linear part up
to at most `κ² / 2` times the pair moment. -/
theorem screening_error_bound (q : ι → ℝ) {r : ι → Space} (hr : Function.Injective r)
    {κ : ℝ} (hκ : 0 ≤ κ) :
    |screenedEnergy q r κ - screenedEnergy q r 0
        - κ * ((∑ i, q i ^ 2 - (∑ i, q i) ^ 2) / 2)| ≤ κ ^ 2 / 2 * pairMoment q r := by
  have hb : |∑ i, ∑ j ∈ univ.erase i, q i * q j *
        (Real.exp (-(κ * dist (r i) (r j))) - 1 + κ * dist (r i) (r j)) / dist (r i) (r j)|
      ≤ κ ^ 2 / 2 * ∑ i, ∑ j ∈ univ.erase i, |q i * q j| * dist (r i) (r j) := by
    simp only [Finset.mul_sum]
    refine (Finset.abs_sum_le_sum_abs _ _).trans (Finset.sum_le_sum fun i _ =>
      (Finset.abs_sum_le_sum_abs _ _).trans (Finset.sum_le_sum fun j hj => ?_))
    have hR : 0 < dist (r i) (r j) :=
      dist_pos.2 fun h => Finset.ne_of_mem_erase hj (hr h).symm
    rw [abs_div, abs_mul, abs_of_pos hR, div_le_iff₀ hR]
    exact (mul_le_mul_of_nonneg_left (screening_factor_remainder (mul_nonneg hκ hR.le))
      (abs_nonneg (q i * q j))).trans_eq (by ring)
  rw [screening_error_identity q hr κ, abs_mul, abs_of_pos (by norm_num : (0 : ℝ) < 1 / 2)]
  unfold pairMoment
  linarith

/-- For charges at distinct points, the screening error per unit `κ` tends to half the
difference of the summed squared charges and the squared total charge as `κ` decreases to 0. -/
theorem screening_error_slope (q : ι → ℝ) {r : ι → Space} (hr : Function.Injective r) :
    Tendsto (fun κ => (screenedEnergy q r κ - screenedEnergy q r 0) / κ) (𝓝[>] 0)
      (𝓝 ((∑ i, q i ^ 2 - (∑ i, q i) ^ 2) / 2)) := by
  rw [tendsto_iff_norm_sub_tendsto_zero]
  have hlim : Tendsto (fun κ : ℝ => κ / 2 * pairMoment q r) (𝓝[>] 0) (𝓝 0) := by
    have h : Continuous fun κ : ℝ => κ / 2 * pairMoment q r := by fun_prop
    have h0 := h.tendsto 0
    simp only [zero_div, zero_mul] at h0
    exact h0.mono_left nhdsWithin_le_nhds
  -- the quadratic bound, divided by `κ`, squeezes the deviation to zero
  refine squeeze_zero' (Eventually.of_forall fun _ => norm_nonneg _) ?_ hlim
  filter_upwards [self_mem_nhdsWithin] with κ hmem
  have hκ : 0 < κ := hmem
  have e : (screenedEnergy q r κ - screenedEnergy q r 0) / κ
        - (∑ i, q i ^ 2 - (∑ i, q i) ^ 2) / 2 =
      (screenedEnergy q r κ - screenedEnergy q r 0
        - κ * ((∑ i, q i ^ 2 - (∑ i, q i) ^ 2) / 2)) / κ := by
    rw [eq_div_iff hκ.ne', sub_mul, div_mul_cancel₀ _ hκ.ne']
    ring
  rw [Real.norm_eq_abs, e, abs_div, abs_of_pos hκ, div_le_iff₀ hκ]
  exact (screening_error_bound q hr hκ.le).trans_eq (by ring)

/-- For a neutral set of charges at distinct points, not all zero, the screening error per unit
`κ` tends to half the sum of the squared charges, which is positive, and every sufficiently
weak screening raises the energy. -/
theorem neutral_energy_rises (q : ι → ℝ) {r : ι → Space} (hr : Function.Injective r)
    (hneutral : ∑ i, q i = 0) (hq : q ≠ 0) :
    0 < (∑ i, q i ^ 2) / 2 ∧
    Tendsto (fun κ => (screenedEnergy q r κ - screenedEnergy q r 0) / κ) (𝓝[>] 0)
      (𝓝 ((∑ i, q i ^ 2) / 2)) ∧
    ∀ᶠ κ in 𝓝[>] 0, screenedEnergy q r 0 < screenedEnergy q r κ := by
  obtain ⟨i, hi⟩ := Function.ne_iff.1 hq
  have hi' : q i ≠ 0 := hi
  have hsum : 0 < ∑ i, q i ^ 2 :=
    Finset.sum_pos' (fun j _ => sq_nonneg (q j)) ⟨i, mem_univ i, by positivity⟩
  have hpos : 0 < (∑ i, q i ^ 2) / 2 := by linarith
  have hlim := screening_error_slope q hr
  rw [hneutral, zero_pow two_ne_zero, sub_zero] at hlim
  refine ⟨hpos, hlim, ?_⟩
  filter_upwards [hlim.eventually (lt_mem_nhds hpos), self_mem_nhdsWithin] with κ h hmem
  have hκ : 0 < κ := hmem
  have h1 := mul_pos h hκ
  rw [div_mul_cancel₀ _ hκ.ne'] at h1
  linarith

/-- The screened energy of three charges is the sum of its three pair terms. -/
theorem screenedEnergy_three (q : Fin 3 → ℝ) (r : Fin 3 → Space) (κ : ℝ) :
    screenedEnergy q r κ =
      q 0 * q 1 * Real.exp (-(κ * dist (r 0) (r 1))) / dist (r 0) (r 1)
      + q 0 * q 2 * Real.exp (-(κ * dist (r 0) (r 2))) / dist (r 0) (r 2)
      + q 1 * q 2 * Real.exp (-(κ * dist (r 1) (r 2))) / dist (r 1) (r 2) := by
  have e0 : univ.erase (0 : Fin 3) = {1, 2} := by decide
  have e1 : univ.erase (1 : Fin 3) = {0, 2} := by decide
  have e2 : univ.erase (2 : Fin 3) = {0, 1} := by decide
  unfold screenedEnergy
  rw [Fin.sum_univ_three, e0, e1, e2, Finset.sum_pair (show (1 : Fin 3) ≠ 2 by decide),
    Finset.sum_pair (show (0 : Fin 3) ≠ 2 by decide),
    Finset.sum_pair (show (0 : Fin 3) ≠ 1 by decide),
    dist_comm (r 1) (r 0), dist_comm (r 2) (r 0), dist_comm (r 2) (r 1)]
  ring

/-- Three points on the first coordinate axis, at 0, 1 and 9. -/
def trioPosition (i : Fin 3) : Space := !₂[(![0, 1, 9] : Fin 3 → ℝ) i, 0, 0]

/-- The distance of two points on the first coordinate axis is the difference of their
coordinates in absolute value. -/
theorem dist_on_axis (a b : ℝ) : dist (!₂[a, 0, 0] : Space) !₂[b, 0, 0] = |a - b| := by
  simp [EuclideanSpace.dist_eq, Fin.sum_univ_three, Real.dist_eq, Real.sqrt_sq_eq_abs]

/-- The charges 1, 1, -2 at the distinct points 0, 1, 9 of an axis are neutral, yet their
energy at `κ = 1` lies below the unscreened one. -/
theorem strong_screening_can_lower :
    Function.Injective trioPosition ∧ ∑ i, (![1, 1, -2] : Fin 3 → ℝ) i = 0 ∧
    screenedEnergy ![1, 1, -2] trioPosition 1 < screenedEnergy ![1, 1, -2] trioPosition 0 := by
  have h01 : dist (trioPosition 0) (trioPosition 1) = 1 :=
    (dist_on_axis _ _).trans (by norm_num)
  have h02 : dist (trioPosition 0) (trioPosition 2) = 9 :=
    (dist_on_axis _ _).trans (by
      show |(0 : ℝ) - 9| = 9
      norm_num)
  have h12 : dist (trioPosition 1) (trioPosition 2) = 8 :=
    (dist_on_axis _ _).trans (by
      show |(1 : ℝ) - 9| = 8
      norm_num)
  have hsum : ∑ i, (![1, 1, -2] : Fin 3 → ℝ) i = 0 := by
    rw [Fin.sum_univ_three]
    show (1 : ℝ) + 1 + -2 = 0
    norm_num
  refine ⟨?_, hsum, ?_⟩
  · intro i j h
    have h0 : (![0, 1, 9] : Fin 3 → ℝ) i = (![0, 1, 9] : Fin 3 → ℝ) j :=
      congrArg (fun v : Space => v.ofLp 0) h
    clear h
    revert h0
    fin_cases i <;> fin_cases j <;> norm_num
  · have q0 : (![1, 1, -2] : Fin 3 → ℝ) 0 = 1 := rfl
    have q1 : (![1, 1, -2] : Fin 3 → ℝ) 1 = 1 := rfl
    have q2 : (![1, 1, -2] : Fin 3 → ℝ) 2 = -2 := rfl
    -- the repulsion of the close pair is more than halved
    have ha : Real.exp (-(1 * 1)) < 1 / 2 := by
      have h1 : Real.exp (-(1 * 1)) * Real.exp 1 = 1 := by
        rw [← Real.exp_add]
        norm_num
      have h2 := Real.add_one_lt_exp (one_ne_zero : (1 : ℝ) ≠ 0)
      have h3 := mul_lt_mul_of_pos_left h2 (Real.exp_pos (-(1 * 1)))
      rw [h1] at h3
      generalize Real.exp (-(1 * 1)) = a at h3 ⊢
      linarith
    rw [screenedEnergy_three, screenedEnergy_three, h01, h02, h12, q0, q1, q2]
    simp only [zero_mul, neg_zero, Real.exp_zero]
    have hb := Real.exp_pos (-(1 * 9))
    have hc := Real.exp_pos (-(1 * 8))
    generalize Real.exp (-(1 * 1)) = a at ha ⊢
    generalize Real.exp (-(1 * 9)) = b at hb ⊢
    generalize Real.exp (-(1 * 8)) = c at hc ⊢
    linarith

end

end ArtificialScreening
```

```lean
#print axioms ArtificialScreening.neutral_energy_rises
-- 'ArtificialScreening.neutral_energy_rises' depends on axioms: [propext, Classical.choice, Quot.sound]
#print axioms ArtificialScreening.strong_screening_can_lower
-- 'ArtificialScreening.strong_screening_can_lower' depends on axioms: [propext, Classical.choice, Quot.sound]
```

## The energy and its slope at zero screening

Let charges $q_i$ sit at points $r_i$ of three-dimensional space, with distances $R_{ij}=|r_i-r_j|$. The screened energy is

$$E(\kappa)=\frac12\sum_i\sum_{j\neq i} q_iq_j\,\frac{e^{-\kappa R_{ij}}}{R_{ij}} .$$

In the file this is `screenedEnergy q r κ`. The labels $i$ run over a finite type `ι`, `q : ι → ℝ` gives the charges and `r : ι → Space` the positions. The inner sum over `univ.erase i` leaves out the self-term, and the factor $1/2$ makes each pair count once. The Coulomb constant is 1, and $\kappa$ is an inverse length.

Write $Q=\sum_i q_i$ for the total charge and $S=\sum_i q_i^2$. The theorem `screening_error_slope` says that

$$\frac{E(\kappa)-E(0)}{\kappa}\;\longrightarrow\;A=\frac{S-Q^2}{2}\qquad(\kappa\downarrow 0).$$

The filter `𝓝[>] 0` expresses the approach from positive values. The hypothesis `Function.Injective r` says that the points are distinct; at coincident points the Coulomb energy has no meaning, and Lean's division by zero would silently return 0.

The theorem `neutral_energy_rises` adds the hypotheses $Q=0$ and `q ≠ 0`, the latter meaning that at least one charge is nonzero. It concludes that the slope is $S/2$, that this is positive, and that $E(\kappa)>E(0)$ for all sufficiently small $\kappa>0$, which is the meaning of `∀ᶠ κ in 𝓝[>] 0`.

## A constant shift of the pair potential

The potential $e^{-\kappa R}/R$ is the one that a unit point charge produces when the Poisson equation is replaced by its screened form, $(-\nabla^2+\kappa^2)\phi=4\pi\delta$. For small $\kappa$ it equals $1/R-\kappa$ plus terms of higher order. To first order, screening therefore lowers the potential between any two unit charges by the same amount $\kappa$, whatever their distance. This is why the slope contains the charges but not the geometry. In a neutral set whose charges are not all zero, the products $q_iq_j$ over pairs of different particles add up to a negative number, so the shift raises the energy.

For electronic-structure work that screens its electrostatics artificially, the result gives the leading energy error for a finite set of fixed point charges; periodic lattices and charges that respond to the screening lie beyond the model. It also should not be carried over to the electrostatic energy of a smooth, localised charge density, which includes the interaction of the density with itself: there the same expansion gives the linear term $-\kappa Q^2/2$, where $Q$ is now the integral of that density. This term vanishes if the density contains compensating positive and negative charge, but not for the Hartree energy of the electrons alone.

## From the exponential to the slope

**The charge sum.** For fixed $i$, the sum of $q_iq_j$ over $j\neq i$ is $q_iQ-q_i^2$. Summing over $i$ gives

$$\sum_i\sum_{j\ne i}q_iq_j=Q^2-S .$$

This is `sum_charge_pairs`. Its proof restores the missing term $j=i$ with `Finset.add_sum_erase` and then sums over $i$.

**The remainder of the exponential.** For $x\ge0$,

$$|e^{-x}-1+x|\le \frac{x^2}{2}.$$

The quantity inside the bars is nonnegative because $e^{-x}\ge1-x$. For the upper bound, start from $e^{x}\ge 1+x+x^2/2$, which gives $e^{-x}(1+x+x^2/2)\le 1$. On the other hand,

$$\Bigl(1-x+\frac{x^2}{2}\Bigr)\Bigl(1+x+\frac{x^2}{2}\Bigr)=1+\frac{x^4}{4}\ge1 .$$

Dividing by the positive factor $1+x+x^2/2$ yields $e^{-x}\le1-x+x^2/2$. The `calc` block in `screening_factor_remainder` is this comparison, and `le_of_mul_le_mul_right` performs the division.

**An identity for the error.** Since $R_{ij}\neq0$, each pair satisfies

$$q_iq_j\frac{e^{-\kappa R_{ij}}-1+\kappa R_{ij}}{R_{ij}}
=q_iq_j\frac{e^{-\kappa R_{ij}}}{R_{ij}}-\frac{q_iq_j}{R_{ij}}+\kappa q_iq_j .$$

Take half the sum over ordered pairs. The last term contributes $\kappa(Q^2-S)/2=-\kappa A$, so

$$E(\kappa)-E(0)-\kappa A=\frac12\sum_i\sum_{j\ne i}q_iq_j\frac{e^{-\kappa R_{ij}}-1+\kappa R_{ij}}{R_{ij}} .$$

This is `screening_error_identity`. Injectivity supplies `hR`, the statement that the distance is nonzero, which is needed to cancel $R_{ij}$ in the last term of the pair formula.

**A quadratic bound.** Apply the exponential estimate with $x=\kappa R_{ij}$, where $\kappa\ge0$. Each term on the right is at most $|q_iq_j|\,\kappa^2R_{ij}/2$ in absolute value. With the pair moment

$$M=\frac12\sum_i\sum_{j\ne i}|q_iq_j|R_{ij},$$

called `pairMoment` in the file, the triangle inequality gives

$$|E(\kappa)-E(0)-\kappa A|\le\frac{\kappa^2}{2}M .$$

This is `screening_error_bound`; the triangle inequality enters twice, once for each sum, through `Finset.abs_sum_le_sum_abs`.

**The limit.** For $\kappa>0$, division by $\kappa$ leaves

$$\left|\frac{E(\kappa)-E(0)}{\kappa}-A\right|\le\frac{\kappa}{2}M ,$$

and the right-hand side tends to zero. In `screening_error_slope`, `hlim` is the limit of the right-hand side and `squeeze_zero'` draws the conclusion.

**The neutral case.** If $Q=0$, then $A=S/2$, and this is positive because one of the squares is. The quotient tends to a positive number, so it is eventually positive itself, and multiplication by $\kappa>0$ gives $E(\kappa)>E(0)$. The last lines of `neutral_energy_rises` carry this out, with `lt_mem_nhds` providing the eventual positivity.

## Three charges for which strong screening lowers the energy

The rise is a statement about weak screening. The theorem `strong_screening_can_lower` takes the neutral charges $q_0=1$, $q_1=1$, $q_2=-2$ at the points 0, 1 and 9 of an axis and proves $E(1)<E(0)$. Here strong screening removes most of the repulsion between the two close charges, while the distant attraction was weak from the start.

The distances are $R_{01}=1$, $R_{02}=9$ and $R_{12}=8$, so

$$E(\kappa)=e^{-\kappa}-\frac{2}{9}e^{-9\kappa}-\frac14e^{-8\kappa},\qquad E(0)=\frac{19}{36}.$$

Since $e>2$, the first term at $\kappa=1$ is below $1/2$, and the other two are negative. Hence $E(1)<1/2<19/36$. In the file, `screenedEnergy_three` reduces the double sum to three pair terms, `dist_on_axis` supplies the distances, and `ha` is the estimate $e^{-1}<1/2$.

The same charges show the linear law at work. They have $S=6$ and $Q=0$, so the slope is 3, and the pair moment is $M=1\cdot1+2\cdot9+2\cdot8=35$. At $\kappa=0.1$ the numbers are

$$E(0.1)\approx0.9048-0.0903-0.1123=0.7022,\qquad E(0)\approx0.5278 .$$

The energy has risen by about 0.174. The linear term predicts 0.3, and the difference of about 0.126 respects the bound $\kappa^2M/2=0.175$. For this set the bound guarantees a rise whenever $0<\kappa<S/M=6/35\approx0.17$. At $\kappa=1$ the energy is about 0.368, well below its unscreened value.
